# Nested commutators expand binomially and terminate for a nilpotent operator

## Where to stop a commutator series

The nested-commutator series for $e^A B e^{-A}$ has in general infinitely many terms. If $A^{q+1}=0$, all terms beyond order $2q$ vanish, and the sum truncated there is exact.

The condition $A^{q+1}=0$ describes an operator that runs out of states to act on, such as a raising operator on a finite ladder. In single-reference coupled-cluster theory with $N$ electrons and a finite orbital basis, the cluster operator satisfies $T^{N+1}=0$, so $e^{-T}He^{T}$ contains at most $2N$-fold commutators. The familiar stop at fourth order has a different origin: $H$ contains at most two-body terms, and the excitation operators in $T$ commute with one another.

## Distributing the factors over two sides

Write $\mathrm{ad}_A(X)=AX-XA$, and let $\mathrm{ad}_A^n$ be its $n$-fold iterate. The claim is

$$\mathrm{ad}_A^n(B)=\sum_{i+j=n}\binom{n}{i}A^jB(-A)^i .$$

For $n=0$ both sides are $B$. If the formula holds for $n$, one more commutator gives

$$\sum_{i+j=n}\binom{n}{i}A^{j+1}B(-A)^i+\sum_{i+j=n}\binom{n}{i}A^jB(-A)^{i+1}.$$

For $i+j=n+1$, the coefficient of $A^jB(-A)^i$ is now $\binom{n}{i}+\binom{n}{i-1}=\binom{n+1}{i}$, with $\binom{n}{-1}=0$. This completes the induction. Setting $k=i$ and taking out the sign,

$$\mathrm{ad}_A^n(B)=\sum_{k=0}^{n}(-1)^k\binom{n}{k}A^{n-k}BA^k .$$

## Termination and its sharp order

Let $A^p=0$ and $m\ge 2p-1$. If $i$ and $j$ were both below $p$, then $i+j\le 2p-2<m$. Every term with $i+j=m$ therefore contains a vanishing power, and $\mathrm{ad}_A^m(B)=0$.

Now let $A^{q+1}=0$. At order $2q$ only $i=j=q$ survives:

$$\mathrm{ad}_A^{2q}(B)=(-1)^q\binom{2q}{q}A^qBA^q .$$

For a complex matrix with $A^q\neq0$, choose a row $i$ and a column $j$ with $(A^q)_{ij}\ne0$, and let $B$ have a single entry 1 at position $(j,i)$. Then $(A^qBA^q)_{ij}=(A^q)_{ij}^2\neq0$, so order $2q$ does not vanish for this $B$. No lower order can vanish for all $B$ either, since further commutators would then vanish too.

For the exponential, $\binom{n}{i}/n!=1/(i!\,j!)$ when $i+j=n$. Hence

$$e^ABe^{-A}=\sum_{i,j=0}^{q}\frac{A^j}{j!}B\frac{(-A)^i}{i!}=\sum_{n=0}^{2q}\frac{1}{n!}\mathrm{ad}_A^n(B).$$

Pairs with $i>q$ or $j>q$ contribute zero, so they may be included when grouping by $n$.

For spin 1/2 with $\hbar=1$, $S_+^2=0$ gives $q=1$, and $\mathrm{ad}_{S_+}^2(S_-)=-2S_+S_-S_+=-2S_+$.

## Operators as ring elements

The operators are elements of an arbitrary ring `R`. The expression `(ad A)^[n] B` means `ad A` applied `n` times to `B`, and `•` multiplies by a number. The vanishing condition is written `2 * p ≤ m + 1`, which avoids subtraction of natural numbers and also admits $p=0$, where the ring is trivial.

The exponential theorem assumes `Algebra ℚ R`, which permits division by $n!$; complex matrices qualify. `IsNilpotent.exp` is a finite sum, so no convergence is involved. Infinite series for non-nilpotent $A$ and the domains of unbounded operators lie beyond these statements. Sharpness is stated for finite complex matrices and concerns all $B$ together; a particular $B$ may give an earlier stop.

In Lean 4 with Mathlib:

```lean
import Mathlib

open Finset

namespace NestedCommutator

noncomputable section

variable {R : Type*} [Ring R]

/-- The commutator with `A`, as a map on operators: `X ↦ A X - X A`. -/
def ad (A X : R) : R := A * X - X * A

/-- The `n`-fold nested commutator distributes `n` factors over the two sides of `B`:
`A` on the left and `-A` on the right, with binomial weights. -/
theorem nested_eq_sum_antidiagonal (A B : R) (n : ℕ) :
    (ad A)^[n] B =
      ∑ ij ∈ antidiagonal n, n.choose ij.1 • (A ^ ij.2 * B * (-A) ^ ij.1) := by
  induction n with
  | zero => simp
  | succ n ih =>
    rw [Function.iterate_succ_apply', ih]
    -- Pascal's rule splits the sum into a left and a right multiplication
    refine Eq.trans ?_ (Finset.sum_antidiagonal_choose_succ_nsmul
      (fun i j => A ^ j * B * (-A) ^ i) n).symm
    rw [ad, Finset.mul_sum, Finset.sum_mul, sub_eq_add_neg, ← Finset.sum_neg_distrib]
    congr 1
    · refine Finset.sum_congr rfl fun ij _ => ?_
      simp only [mul_smul_comm, pow_succ', mul_assoc]
    · refine Finset.sum_congr rfl fun ij hij => ?_
      have h : n.choose ij.1 = n.choose ij.2 :=
        Nat.choose_symm_of_eq_add (mem_antidiagonal.mp hij).symm
      rw [h]
      simp only [smul_mul_assoc, pow_succ, mul_assoc, mul_neg, smul_neg]

/-- Binomial expansion of the nested commutator in any ring:
`ad_A^n(B)` is the sum over `k` from `0` to `n` of `(-1)^k C(n,k) A^(n-k) B A^k`. -/
theorem nested_commutator_expansion (A B : R) (n : ℕ) :
    (ad A)^[n] B =
      ∑ k ∈ range (n + 1), ((-1) ^ k * (n.choose k : ℤ)) • (A ^ (n - k) * B * A ^ k) := by
  rw [nested_eq_sum_antidiagonal]
  refine (Finset.Nat.sum_antidiagonal_eq_sum_range_succ
    (fun i j => n.choose i • (A ^ j * B * (-A) ^ i)) n).trans ?_
  refine Finset.sum_congr rfl fun k _ => ?_
  rcases Nat.even_or_odd k with h | h
  · simp [h.neg_pow]
  · simp [h.neg_pow]

/-- If `A^p = 0`, every nested commutator with at least `2p - 1` factors of `A` vanishes. -/
theorem nested_eq_zero_of_pow_eq_zero {A : R} {p m : ℕ} (hA : A ^ p = 0)
    (hm : 2 * p ≤ m + 1) (B : R) : (ad A)^[m] B = 0 := by
  rw [nested_eq_sum_antidiagonal]
  refine Finset.sum_eq_zero fun ij hij => ?_
  have hs := mem_antidiagonal.mp hij
  -- one of the two sides carries at least `p` factors
  rcases (by omega : p ≤ ij.1 ∨ p ≤ ij.2) with h | h
  · rw [neg_pow, pow_eq_zero_of_le h hA, mul_zero, mul_zero, smul_zero]
  · rw [pow_eq_zero_of_le h hA, zero_mul, zero_mul, smul_zero]

/-- If `A^(q+1) = 0`, the `2q`-fold nested commutator reduces to its middle term,
`(-1)^q C(2q,q) A^q B A^q`. -/
theorem nested_middle_term {A : R} {q : ℕ} (hA : A ^ (q + 1) = 0) (B : R) :
    (ad A)^[2 * q] B = ((-1) ^ q * ((2 * q).choose q : ℤ)) • (A ^ q * B * A ^ q) := by
  rw [nested_commutator_expansion, Finset.sum_eq_single q]
  · rw [show 2 * q - q = q by omega]
  · intro k _ hk
    rcases (by omega : q + 1 ≤ k ∨ q + 1 ≤ 2 * q - k) with h | h
    · rw [pow_eq_zero_of_le h hA, mul_zero, smul_zero]
    · rw [pow_eq_zero_of_le h hA, zero_mul, zero_mul, smul_zero]
  · intro h
    exact absurd (mem_range.mpr (by omega)) h

/-- For a complex matrix with `A^(q+1) = 0` and `A^q ≠ 0`, the `m`-fold nested commutator
vanishes for all `B` exactly when `m ≥ 2q + 1`. -/
theorem nested_vanishes_iff {d : Type*} [Fintype d] [DecidableEq d]
    {A : Matrix d d ℂ} {q : ℕ} (hA : A ^ (q + 1) = 0) (hq : A ^ q ≠ 0) (m : ℕ) :
    (∀ B : Matrix d d ℂ, (ad A)^[m] B = 0) ↔ 2 * q + 1 ≤ m := by
  constructor
  · intro h
    by_contra hm
    obtain ⟨r, hr⟩ := Nat.exists_eq_add_of_le (by omega : m ≤ 2 * q)
    obtain ⟨i, j, hij⟩ : ∃ i j, (A ^ q) i j ≠ 0 := by
      by_contra hc
      push Not at hc
      exact hq (Matrix.ext hc)
    -- the matrix unit that connects the nonzero entry of `A^q` with itself
    let B : Matrix d d ℂ := Matrix.of fun a b => if a = j then (if b = i then 1 else 0) else 0
    have h0 : (ad A)^[2 * q] B = 0 := by
      rw [hr, Function.iterate_add_apply]
      exact h _
    rw [nested_middle_term hA] at h0
    have hB : (A ^ q * B * A ^ q) i j = (A ^ q) i j * (A ^ q) i j := by
      generalize A ^ q = M
      simp [B, Matrix.mul_apply]
    have he := congrFun (congrFun h0 i) j
    rw [Matrix.smul_apply, hB, Matrix.zero_apply, zsmul_eq_mul] at he
    have hc : (((-1) ^ q * ((2 * q).choose q : ℤ) : ℤ) : ℂ) ≠ 0 := by
      have hpos : ((2 * q).choose q : ℤ) ≠ 0 := by
        exact_mod_cast (Nat.choose_pos (by omega : q ≤ 2 * q)).ne'
      exact Int.cast_ne_zero.mpr (mul_ne_zero (pow_ne_zero _ (by norm_num)) hpos)
    exact mul_ne_zero hc (mul_ne_zero hij hij) he
  · intro hm B
    exact nested_eq_zero_of_pow_eq_zero hA (by omega) B

/-- In an algebra over the rationals, the `n`-fold nested commutator divided by `n!` collects the
terms of total order `n` in the product of the exponential series of `A`, the operator `B` and the
series of `-A`. -/
theorem nested_div_factorial [Algebra ℚ R] (A B : R) (n : ℕ) :
    (n.factorial : ℚ)⁻¹ • (ad A)^[n] B =
      ∑ ij ∈ antidiagonal n, ((ij.2.factorial : ℚ)⁻¹ • A ^ ij.2) * B *
        ((ij.1.factorial : ℚ)⁻¹ • (-A) ^ ij.1) := by
  rw [nested_eq_sum_antidiagonal, Finset.smul_sum]
  refine Finset.sum_congr rfl ?_
  rintro ⟨i, j⟩ hij
  have hn : i + j = n := mem_antidiagonal.mp hij
  subst hn
  dsimp only
  rw [← Nat.cast_smul_eq_nsmul ℚ]
  simp only [smul_mul_assoc, mul_smul_comm, smul_smul]
  congr 1
  have h : (((i + j).choose i : ℚ) * i.factorial * j.factorial) = (i + j).factorial := by
    rw [Nat.choose_symm_of_eq_add (rfl : i + j = i + j)]
    exact_mod_cast Nat.add_choose_mul_factorial_mul_factorial i j
  have hc : ((i + j).choose i : ℚ) ≠ 0 := by
    exact_mod_cast (Nat.choose_pos (Nat.le_add_right i j)).ne'
  have hi : (i.factorial : ℚ) ≠ 0 := by exact_mod_cast i.factorial_ne_zero
  have hj : (j.factorial : ℚ) ≠ 0 := by exact_mod_cast j.factorial_ne_zero
  rw [← h]
  field_simp

/-- If `A^(q+1) = 0` in an algebra over the rationals, the similarity transform
`e^A B e^(-A)` is the sum of `ad_A^n(B) / n!` over `n` from `0` to `2q`. -/
theorem similarity_transform_terminates [Algebra ℚ R] {A : R} {q : ℕ}
    (hA : A ^ (q + 1) = 0) (B : R) :
    IsNilpotent.exp A * B * IsNilpotent.exp (-A) =
      ∑ n ∈ range (2 * q + 1), (n.factorial : ℚ)⁻¹ • (ad A)^[n] B := by
  have hneg : (-A) ^ (q + 1) = 0 := by rw [neg_pow, hA, mul_zero]
  rw [IsNilpotent.exp_eq_sum hA, IsNilpotent.exp_eq_sum hneg, Finset.sum_mul,
    Finset.sum_mul_sum, Finset.sum_comm, ← Finset.sum_product']
  have hmaps : ∀ x ∈ range (q + 1) ×ˢ range (q + 1), x.1 + x.2 ∈ range (2 * q + 1) := by
    intro x hx
    simp only [mem_product, mem_range] at hx ⊢
    omega
  -- group the double sum by total order
  rw [← Finset.sum_fiberwise_of_maps_to hmaps]
  refine Finset.sum_congr rfl fun n _ => ?_
  rw [nested_div_factorial]
  refine Finset.sum_subset ?_ ?_
  · intro x hx
    exact mem_antidiagonal.mpr (mem_filter.mp hx).2
  · intro x hx hx'
    have hs : x.1 + x.2 = n := mem_antidiagonal.mp hx
    simp only [mem_filter, mem_product, mem_range] at hx'
    rcases (by omega : q + 1 ≤ x.1 ∨ q + 1 ≤ x.2) with h | h
    · rw [pow_eq_zero_of_le h hneg, smul_zero, mul_zero]
    · rw [pow_eq_zero_of_le h hA, smul_zero, zero_mul, zero_mul]

/-- The raising matrix of a spin 1/2. -/
def spinRaise : Matrix (Fin 2) (Fin 2) ℂ := !![0, 1; 0, 0]

/-- The lowering matrix of a spin 1/2. -/
def spinLower : Matrix (Fin 2) (Fin 2) ℂ := !![0, 0; 1, 0]

/-- The spin-1/2 raising matrix is nonzero and squares to zero, and its double commutator
with the lowering matrix is `-2` times the raising matrix. -/
theorem spinRaise_witness :
    spinRaise ^ 2 = 0 ∧ spinRaise ≠ 0 ∧
      (ad spinRaise)^[2] spinLower = (-2 : ℂ) • spinRaise := by
  refine ⟨?_, ?_, ?_⟩
  · rw [pow_two]
    ext i j
    fin_cases i <;> fin_cases j <;> simp [spinRaise, Matrix.mul_apply, Fin.sum_univ_succ]
  · intro h
    have h01 := congrFun (congrFun h 0) 1
    simp [spinRaise] at h01
  · change ad spinRaise (ad spinRaise spinLower) = _
    ext i j
    fin_cases i <;> fin_cases j <;>
      simp [ad, spinRaise, spinLower]
    norm_num

end

end NestedCommutator
```

```lean
#print axioms NestedCommutator.nested_commutator_expansion
#print axioms NestedCommutator.nested_vanishes_iff
#print axioms NestedCommutator.similarity_transform_terminates
```

```
'NestedCommutator.nested_commutator_expansion' depends on axioms: [propext, Classical.choice, Quot.sound]
'NestedCommutator.nested_vanishes_iff' depends on axioms: [propext, Classical.choice, Quot.sound]
'NestedCommutator.similarity_transform_terminates' depends on axioms: [propext, Classical.choice, Quot.sound]
```

## From Pascal's rule to the finite exponential

`nested_eq_sum_antidiagonal` carries out the induction. In each pair, `ij.1` is the right exponent and `ij.2` the left one; `Finset.sum_antidiagonal_choose_succ_nsmul` supplies Pascal's rule. `nested_commutator_expansion` rewrites the pairs as a sum over $k$ and settles the sign by parity.

In `nested_eq_zero_of_pow_eq_zero`, `omega` proves that at least one of the two exponents is $p$ or more, and each case gives zero. `nested_middle_term` isolates $k=q$ with `Finset.sum_eq_single`. `nested_vanishes_iff` assumes $m\le2q$, writes $2q=m+r$ to carry vanishing up to order $2q$, and contradicts it with the single-entry matrix.

`nested_div_factorial` proves the factorial identity term by term. `similarity_transform_terminates` expands both exponentials, groups the double sum by total order with `Finset.sum_fiberwise_of_maps_to`, and adds the missing zero terms through `Finset.sum_subset`. `spinRaise_witness` checks the spin matrices entry by entry.
